# An upper bound on spin contamination from ⟨S²⟩ at fixed S_z ≥ 0

An unrestricted Hartree–Fock determinant with $N_\uparrow \ge N_\downarrow$ electrons has a definite spin projection $M=(N_\uparrow-N_\downarrow)/2$, but in general no definite total spin. A calculation meant to describe the spin $S=M$ often reports $\langle S^2\rangle$ somewhat above $M(M+1)$. How much of the state then has the wrong spin?

For a unit vector $\psi$ with $S_z\psi=M\psi$ and $M\ge 0$, the answer is

$$\|\psi-P\psi\|^2\le\frac{\langle\psi,S^2\psi\rangle-M(M+1)}{2M+2},$$

where $P$ projects orthogonally onto the eigenspace of $S^2$ with eigenvalue $M(M+1)$. A doublet calculation with $M=1/2$ and $\langle S^2\rangle=0.78$ thus has at most $0.03/3=1\%$ of its weight outside the doublet space. The bound applies to any such state in a finite orbital basis, correlated or not, and concerns its spin composition, not its energy.

If the classification of spin multiplets is granted, the denominator is easy to understand: the next spin, $M+1$, has an $S^2$ eigenvalue larger by $2M+2$. The derivation below does without that classification: it uses the commutation relations, the symmetry of the spin operators and, for the projections, finite dimension.

## Spin operators and the target eigenspace

The states form a complex inner product space `E`, whose inner product is conjugate-linear in its first argument.

```lean
import Mathlib

open scoped InnerProductSpace
open Complex (I)

namespace SpinContamination

noncomputable section

variable {E : Type*} [NormedAddCommGroup E] [InnerProductSpace ℂ E]
```

The spin components are linear maps of `E` into itself, with $\hbar=1$. They are symmetric, $\langle S_av,w\rangle=\langle v,S_aw\rangle$, and satisfy $[S_x,S_y]=iS_z$ and its cyclic permutations. Hermitian matrices acting on $\mathbb C^n$ are the concrete case. No Hamiltonian enters.

```lean
/-- Three symmetric operators that obey the spin commutation relations (with ħ = 1). -/
structure IsSpin (Sx Sy Sz : Module.End ℂ E) : Prop where
  symm_x : LinearMap.IsSymmetric Sx
  symm_y : LinearMap.IsSymmetric Sy
  symm_z : LinearMap.IsSymmetric Sz
  comm_xy : Sx * Sy - Sy * Sx = I • Sz
  comm_yz : Sy * Sz - Sz * Sy = I • Sx
  comm_zx : Sz * Sx - Sx * Sz = I • Sy
```

Total spin is $S^2=S_x^2+S_y^2+S_z^2$.

```lean
/-- The total spin operator S² = Sx² + Sy² + Sz². -/
def spinSq (Sx Sy Sz : Module.End ℂ E) : Module.End ℂ E := Sx * Sx + Sy * Sy + Sz * Sz
```

The ladder operators are $S_+=S_x+iS_y$

```lean
/-- The raising operator S₊ = Sx + i Sy. -/
def raising (Sx Sy : Module.End ℂ E) : Module.End ℂ E := Sx + I • Sy
```

and $S_-=S_x-iS_y$.

```lean
/-- The lowering operator S₋ = Sx - i Sy. -/
def lowering (Sx Sy : Module.End ℂ E) : Module.End ℂ E := Sx - I • Sy
```

The target space $W$ consists of all $v$ with $S^2v=M(M+1)v$. Here $M$ is a real number; that it is an integer or half-integer is not assumed.

```lean
/-- The eigenspace of S² with eigenvalue M(M+1). -/
def spinSpace (Sx Sy Sz : Module.End ℂ E) (M : ℝ) : Submodule ℂ E :=
  Module.End.eigenspace (spinSq Sx Sy Sz) ((M * (M + 1) : ℝ) : ℂ)
```

## What the ladder operators do at fixed S_z

Let $S_zv=Mv$. The commutators give

$$S_zS_xv=MS_xv+iS_yv,\qquad S_zS_yv=MS_yv-iS_xv,$$

and therefore $S_zS_\pm v=(M\pm1)S_\pm v$. In the proof, `e1` and `e2` are these two equations.

```lean
variable {Sx Sy Sz : Module.End ℂ E} {M : ℝ} {v ψ : E}

/-- If Sz v = M v, then Sz S₊v = (M + 1) S₊v and Sz S₋v = (M - 1) S₋v. -/
theorem ladder (h : IsSpin Sx Sy Sz) (hv : Sz v = (M : ℂ) • v) :
    Sz (raising Sx Sy v) = ((M + 1 : ℝ) : ℂ) • raising Sx Sy v ∧
    Sz (lowering Sx Sy v) = ((M - 1 : ℝ) : ℂ) • lowering Sx Sy v := by
  have zx := LinearMap.congr_fun h.comm_zx v
  have yz := LinearMap.congr_fun h.comm_yz v
  simp only [LinearMap.sub_apply, Module.End.mul_apply, LinearMap.smul_apply, hv,
    map_smul] at zx yz
  have e1 : Sz (Sx v) = (M : ℂ) • Sx v + I • Sy v := by rw [← zx]; abel
  have e2 : Sz (Sy v) = (M : ℂ) • Sy v - I • Sx v := by rw [← yz]; abel
  constructor <;>
  · simp only [raising, lowering, LinearMap.add_apply, LinearMap.sub_apply,
      LinearMap.smul_apply, map_add, map_sub, map_smul, e1, e2, smul_sub, smul_smul,
      Complex.I_mul_I]
    push_cast
    module
```

Multiplying out the ladder operators gives

$$S_-S_+=S_x^2+S_y^2+i[S_x,S_y]=S^2-S_z^2-S_z,$$

so $S_-S_+v=S^2v-M(M+1)v$. The operator identity is `e`, which is then applied to `v`.

```lean
/-- On a state with Sz = M, raising and then lowering acts as S² - M(M+1). -/
theorem lowering_raising (h : IsSpin Sx Sy Sz) (hv : Sz v = (M : ℂ) • v) :
    lowering Sx Sy (raising Sx Sy v) =
      spinSq Sx Sy Sz v - ((M * (M + 1) : ℝ) : ℂ) • v := by
  have e : lowering Sx Sy * raising Sx Sy =
      Sx * Sx + I • (Sx * Sy - Sy * Sx) - (I * I) • (Sy * Sy) := by
    simp only [lowering, raising, sub_mul, mul_add, smul_mul_assoc, mul_smul_comm]
    module
  rw [h.comm_xy, smul_smul, Complex.I_mul_I] at e
  have a := LinearMap.congr_fun e v
  have s : spinSq Sx Sy Sz v = Sx (Sx v) + Sy (Sy v) + Sz (Sz v) := rfl
  simp only [Module.End.mul_apply, LinearMap.sub_apply, LinearMap.add_apply,
    LinearMap.smul_apply, hv] at a
  rw [a]
  simp only [s, hv, map_smul]
  push_cast
  module
```

Since $S_x$ and $S_y$ are symmetric and $i$ is conjugated in the first argument, $\langle S_+v,w\rangle=\langle v,S_-w\rangle$.

```lean
/-- The lowering operator is the adjoint of the raising operator. -/
theorem inner_raising (h : IsSpin Sx Sy Sz) (v w : E) :
    ⟪raising Sx Sy v, w⟫_ℂ = ⟪v, lowering Sx Sy w⟫_ℂ := by
  simp only [raising, lowering, LinearMap.add_apply, LinearMap.sub_apply, LinearMap.smul_apply,
    inner_add_left, inner_sub_right, inner_smul_left, inner_smul_right, Complex.conj_I,
    h.symm_x v w, h.symm_y v w]
  ring
```

Together, these two results turn the excess of $S^2$ into a squared norm:

$$\|S_+v\|^2=\langle v,S_-S_+v\rangle=\langle v,S^2v\rangle-M(M+1)\|v\|^2.$$

The code writes `.re` because Lean's inner product is complex-valued; this expectation value is real.

```lean
/-- For a state v with Sz = M, the squared norm of S₊v is ⟨v, S²v⟩ - M(M+1)‖v‖². -/
theorem norm_raising_sq (h : IsSpin Sx Sy Sz) (hv : Sz v = (M : ℂ) • v) :
    ‖raising Sx Sy v‖ ^ 2 = (⟪v, spinSq Sx Sy Sz v⟫_ℂ).re - M * (M + 1) * ‖v‖ ^ 2 := by
  have n : ∀ x : E, (⟪x, x⟫_ℂ).re = ‖x‖ ^ 2 := fun x => inner_self_eq_norm_sq (𝕜 := ℂ) x
  rw [← n (raising Sx Sy v), inner_raising h, lowering_raising h hv, inner_sub_right,
    inner_smul_right, Complex.sub_re, Complex.re_ofReal_mul, n v]
```

In the opposite order, $S_+S_-=S_-S_+-2i[S_x,S_y]=S_-S_++2S_z$. Taking the expectation value in $v$ gives

$$\|S_-v\|^2=\|S_+v\|^2+2M\|v\|^2.$$

In the proof, `k` is the operator identity applied to `v`, and `k1` to `k3` convert its terms to norms.

```lean
/-- For a state v with Sz = M, the squared norms of S₋v and S₊v differ by 2M‖v‖². -/
theorem norm_lowering_sq (h : IsSpin Sx Sy Sz) (hv : Sz v = (M : ℂ) • v) :
    ‖lowering Sx Sy v‖ ^ 2 = ‖raising Sx Sy v‖ ^ 2 + 2 * M * ‖v‖ ^ 2 := by
  have n : ∀ x : E, (⟪x, x⟫_ℂ).re = ‖x‖ ^ 2 := fun x => inner_self_eq_norm_sq (𝕜 := ℂ) x
  have e : raising Sx Sy * lowering Sx Sy =
      lowering Sx Sy * raising Sx Sy - (2 * I) • (Sx * Sy - Sy * Sx) := by
    simp only [lowering, raising, sub_mul, add_mul, mul_add, mul_sub, smul_mul_assoc,
      mul_smul_comm]
    module
  rw [h.comm_xy, smul_smul, mul_assoc, Complex.I_mul_I] at e
  have a := LinearMap.congr_fun e v
  simp only [Module.End.mul_apply, LinearMap.sub_apply, LinearMap.smul_apply, hv] at a
  have k : raising Sx Sy (lowering Sx Sy v) =
      lowering Sx Sy (raising Sx Sy v) + ((2 * M : ℝ) : ℂ) • v := by
    rw [a]; push_cast; module
  have k1 := congrArg Complex.re (inner_raising h (lowering Sx Sy v) v)
  rw [k, inner_add_left, inner_smul_left, Complex.conj_ofReal, Complex.add_re,
    Complex.re_ofReal_mul, n, n] at k1
  have k2 := congrArg Complex.re (inner_raising h v (raising Sx Sy v))
  rw [n] at k2
  have k3 : (⟪lowering Sx Sy (raising Sx Sy v), v⟫_ℂ).re =
      (⟪v, lowering Sx Sy (raising Sx Sy v)⟫_ℂ).re := inner_re_symm (𝕜 := ℂ) _ _
  rw [← k1, k2, k3]
```

One consequence is immediate. If a unit vector $\psi$ with $S_z\psi=M\psi$ has $\langle S^2\rangle=M(M+1)$, then $S_+\psi=0$, and $0=S_-S_+\psi=S^2\psi-M(M+1)\psi$. The converse follows by taking the inner product with $\psi$. Zero excess therefore means a pure spin state.

```lean
/-- A unit vector with Sz = M has ⟨S²⟩ = M(M+1) exactly when it is an eigenvector of S² with
that eigenvalue. -/
theorem pure_iff (h : IsSpin Sx Sy Sz) (hn : ‖ψ‖ = 1) (hψ : Sz ψ = (M : ℂ) • ψ) :
    (⟪ψ, spinSq Sx Sy Sz ψ⟫_ℂ).re = M * (M + 1) ↔
      spinSq Sx Sy Sz ψ = ((M * (M + 1) : ℝ) : ℂ) • ψ := by
  constructor <;> intro k
  · have r := norm_raising_sq h hψ
    rw [k, hn, one_pow, mul_one, sub_self] at r
    have l := lowering_raising h hψ
    rw [norm_eq_zero.1 (pow_eq_zero_iff two_ne_zero |>.1 r), map_zero] at l
    exact sub_eq_zero.1 l.symm
  · have n : (⟪ψ, ψ⟫_ℂ).re = ‖ψ‖ ^ 2 := inner_self_eq_norm_sq (𝕜 := ℂ) ψ
    rw [k, inner_smul_right, Complex.re_ofReal_mul, n, hn, one_pow, mul_one]
```

## The contaminant as a lowered state

From here on the space is finite-dimensional. The contaminant is $\chi=\psi-P\psi$, and its squared norm is the weight with the wrong spin.

```lean
variable [FiniteDimensional ℂ E]

/-- The part of ψ orthogonal to the S² = M(M+1) eigenspace. -/
def contaminant (Sx Sy Sz : Module.End ℂ E) (M : ℝ) (ψ : E) : E :=
  ψ - (spinSpace Sx Sy Sz M).starProjection ψ
```

The proof of the bound uses two properties of $\chi$: it has the form $S_-S_+\eta$ with $S_z\eta=M\eta$, and $S_+\psi=S_+\chi$.

Let $R$ be the image under $S_-S_+$ of the sector $S_z=M$. Define $\chi$ provisionally as the orthogonal projection of $\psi$ onto $R$, so that $\chi=S_-S_+\eta$ for some $\eta$ in the sector. Raising and then lowering restores the $S_z$ value, so $\chi$ lies in the sector, and so does $\varphi=\psi-\chi$. Now $S_-S_+\varphi$ belongs to $R$, while $\varphi$ is orthogonal to $R$. Hence

$$\|S_+\varphi\|^2=\langle\varphi,S_-S_+\varphi\rangle=0.$$

This gives $S_+\psi=S_+\chi$ and also $S^2\varphi=M(M+1)\varphi$, so $\varphi\in W$. For every $k\in W$, symmetry of $S^2$ gives

$$\langle k,\chi\rangle=\langle k,(S^2-M(M+1))\eta\rangle=0.$$

Thus $\psi=\varphi+\chi$ with $\varphi\in W$ and $\chi\perp W$. Such a splitting is unique, so $\varphi=P\psi$ and $\chi$ is the contaminant. In the code, `z` is $S_+\varphi=0$, `hk` places $\varphi$ in $W$, `o` is the orthogonality, and `hc` identifies the two definitions of $\chi$.

```lean
/-- If ψ has Sz = M, its contaminant is S₋S₊η for some η with Sz = M, and S₊ acts on ψ and on
the contaminant alike. -/
theorem contaminant_spec (h : IsSpin Sx Sy Sz) (hψ : Sz ψ = (M : ℂ) • ψ) :
    ∃ η, Sz η = (M : ℂ) • η ∧
      contaminant Sx Sy Sz M ψ = lowering Sx Sy (raising Sx Sy η) ∧
      raising Sx Sy ψ = raising Sx Sy (contaminant Sx Sy Sz M ψ) := by
  -- project ψ onto the image R of the sector under S₋S₊
  obtain ⟨R, hR⟩ : ∃ R, R = (Module.End.eigenspace Sz (M : ℂ)).map
    (lowering Sx Sy * raising Sx Sy) := ⟨_, rfl⟩
  obtain ⟨χ, hχ⟩ : ∃ χ, χ = R.starProjection ψ := ⟨_, rfl⟩
  have hm : χ ∈ R := by rw [hχ]; exact Submodule.starProjection_apply_mem R ψ
  have ho : ψ - χ ∈ Rᗮ := by rw [hχ]; exact Submodule.sub_starProjection_mem_orthogonal ψ
  rw [hR] at hm
  obtain ⟨η, hη, e⟩ := Submodule.mem_map.1 hm
  have hz := Module.End.mem_eigenspace_iff.1 hη
  have e' : lowering Sx Sy (raising Sx Sy η) = χ := e
  have hχz : Sz χ = (M : ℂ) • χ := by
    rw [← e', (ladder h (ladder h hz).1).2, add_sub_cancel_right]
  have hφz : Sz (ψ - χ) = (M : ℂ) • (ψ - χ) := by rw [map_sub, hψ, hχz, smul_sub]
  have mem : lowering Sx Sy (raising Sx Sy (ψ - χ)) ∈ R := by
    rw [hR]
    exact Submodule.mem_map.2 ⟨_, Module.End.mem_eigenspace_iff.2 hφz, rfl⟩
  -- the remainder is annihilated by S₊, so it has S² = M(M+1)
  have z : raising Sx Sy (ψ - χ) = 0 := by
    rw [← inner_self_eq_zero (𝕜 := ℂ), inner_raising h]
    exact (Submodule.mem_orthogonal' _ _).1 ho _ mem
  have l := lowering_raising h hφz
  rw [z, map_zero] at l
  have hk : ψ - χ ∈ spinSpace Sx Sy Sz M :=
    Module.End.mem_eigenspace_iff.2 (sub_eq_zero.1 l.symm)
  have sx : ∀ x y, ⟪Sx x, y⟫_ℂ = ⟪x, Sx y⟫_ℂ := h.symm_x
  have sy : ∀ x y, ⟪Sy x, y⟫_ℂ = ⟪x, Sy y⟫_ℂ := h.symm_y
  have sz : ∀ x y, ⟪Sz x, y⟫_ℂ = ⟪x, Sz y⟫_ℂ := h.symm_z
  have hT : ∀ x y, ⟪x, spinSq Sx Sy Sz y⟫_ℂ = ⟪spinSq Sx Sy Sz x, y⟫_ℂ := by
    intro x y
    simp only [spinSq, LinearMap.add_apply, Module.End.mul_apply, inner_add_left,
      inner_add_right, sx, sy, sz]
  have o : ∀ k ∈ spinSpace Sx Sy Sz M, ⟪k, χ⟫_ℂ = 0 := fun k hk => by
    rw [← e', lowering_raising h hz, inner_sub_right, inner_smul_right, hT,
      Module.End.mem_eigenspace_iff.1 hk, inner_smul_left, Complex.conj_ofReal, sub_self]
  -- hence χ is the contaminant
  have hc : contaminant Sx Sy Sz M ψ = χ := by
    have hd : contaminant Sx Sy Sz M ψ - χ ∈ spinSpace Sx Sy Sz M := by
      have q := Submodule.sub_mem _ hk
        (Submodule.starProjection_apply_mem (spinSpace Sx Sy Sz M) ψ)
      rw [sub_right_comm] at q
      exact q
    rw [← sub_eq_zero, ← inner_self_eq_zero (𝕜 := ℂ), inner_sub_right, o _ hd, sub_zero]
    exact (Submodule.mem_orthogonal _ _).1
      (Submodule.sub_starProjection_mem_orthogonal ψ) _ hd
  refine ⟨η, hz, hc.trans e'.symm, ?_⟩
  rw [hc]
  exact sub_eq_zero.1 (by rw [← map_sub, z])
```

## From the excess of S² to the weight

Put $u=S_+\eta$. Then $\chi=S_-u$ and $S_zu=(M+1)u$. The norm relation for the lowering operator, used at $M+1$, gives

$$\|\chi\|^2=\|S_+u\|^2+(2M+2)\|u\|^2\ge(2M+2)\|u\|^2.$$

The adjoint relation and the Cauchy–Schwarz inequality give

$$\|\chi\|^2=\langle\chi,S_-u\rangle=\langle S_+\chi,u\rangle\le\|S_+\chi\|\,\|u\|.$$

Write $c=2M+2$, $a=\|S_+\chi\|$ and $b=\|u\|$. From $(a-cb)^2\ge0$ it follows that

$$a^2\ge 2c\,ab-c\,(cb^2)\ge2c\|\chi\|^2-c\|\chi\|^2=c\|\chi\|^2.$$

Finally, $a^2=\|S_+\psi\|^2=\langle\psi,S^2\psi\rangle-M(M+1)$, and division by $c>0$ gives the bound.

In the Lean statement, `h` supplies the spin relations, `hM` the sign of $M$, `hn` the normalisation and `hψ` the definite projection. A state that mixes several $S_z$ values does not satisfy `hψ`. In the proof, `l2` is the first inequality and `k` the second; `nlinarith` combines them with the square $(a-cb)^2$.

```lean
/-- Spin contamination bound: for a unit vector ψ with Sz = M ≥ 0, the weight outside the
S² = M(M+1) eigenspace is at most (⟨S²⟩ - M(M+1))/(2M+2). -/
theorem contamination_le (h : IsSpin Sx Sy Sz) (hM : 0 ≤ M) (hn : ‖ψ‖ = 1)
    (hψ : Sz ψ = (M : ℂ) • ψ) :
    ‖contaminant Sx Sy Sz M ψ‖ ^ 2 ≤
      ((⟪ψ, spinSq Sx Sy Sz ψ⟫_ℂ).re - M * (M + 1)) / (2 * M + 2) := by
  obtain ⟨η, hη, e, r⟩ := contaminant_spec h hψ
  have n := norm_raising_sq h hψ
  rw [r, hn, one_pow, mul_one] at n
  have l := norm_lowering_sq h (ladder h hη).1
  have i := congrArg Complex.re
    (inner_raising h (contaminant Sx Sy Sz M ψ) (raising Sx Sy η))
  rw [← e] at l i
  have s : (⟪contaminant Sx Sy Sz M ψ, contaminant Sx Sy Sz M ψ⟫_ℂ).re =
      ‖contaminant Sx Sy Sz M ψ‖ ^ 2 := inner_self_eq_norm_sq (𝕜 := ℂ) _
  rw [s] at i
  -- Cauchy-Schwarz, combined with the norm of the lowered state
  have k : ‖contaminant Sx Sy Sz M ψ‖ ^ 2 ≤
      ‖raising Sx Sy (contaminant Sx Sy Sz M ψ)‖ * ‖raising Sx Sy η‖ := by
    rw [← i]
    exact re_inner_le_norm (𝕜 := ℂ) _ _
  have l2 : (2 * M + 2) * ‖raising Sx Sy η‖ ^ 2 ≤ ‖contaminant Sx Sy Sz M ψ‖ ^ 2 := by
    linarith [sq_nonneg ‖raising Sx Sy (raising Sx Sy η)‖]
  have c : 0 ≤ 2 * M + 2 := by linarith
  rw [le_div_iff₀ (by linarith), ← n]
  nlinarith [mul_le_mul_of_nonneg_left k c, mul_le_mul_of_nonneg_left l2 c,
    sq_nonneg (‖raising Sx Sy (contaminant Sx Sy Sz M ψ)‖ - (2 * M + 2) * ‖raising Sx Sy η‖)]
```

## A spin-one state that satisfies the hypotheses

A three-dimensional example shows that the assumptions are compatible. A $3\times3$ matrix is first turned into an operator on three-component states.

```lean
/-- The operator on three-component states given by a 3 by 3 matrix. -/
def op (A : Matrix (Fin 3) (Fin 3) ℂ) : Module.End ℂ (EuclideanSpace ℂ (Fin 3)) :=
  Matrix.toEuclideanLin A
```

In the Cartesian basis, the spin-one matrices have entries $(S_a)_{bc}=-i\epsilon_{abc}$, where $\epsilon_{abc}$ is the antisymmetric symbol with $\epsilon_{xyz}=1$. The third basis state is a unit vector annihilated by $S_z$, so $M=0$. The theorem confirms the spin relations, the norm and the eigenvalue equation, entry by entry.

These matrices also satisfy $S^2=2$. The state therefore lies entirely outside the singlet space, which is zero here, and the bound reads $1\le 2/2$: it is attained. This last comparison is a remark added to the theorem, which states only the hypotheses.

```lean
/-- The spin-one matrices in the Cartesian basis obey the spin relations, and the third basis
state is a unit vector with Sz = 0. -/
theorem contamination_witness :
    IsSpin (op !![0, 0, 0; 0, 0, -I; 0, I, 0]) (op !![0, 0, I; 0, 0, 0; -I, 0, 0])
      (op !![0, -I, 0; I, 0, 0; 0, 0, 0]) ∧
    ‖(EuclideanSpace.single 2 1 : EuclideanSpace ℂ (Fin 3))‖ = 1 ∧
    op !![0, -I, 0; I, 0, 0; 0, 0, 0] (EuclideanSpace.single 2 1) =
      ((0 : ℝ) : ℂ) • EuclideanSpace.single 2 1 := by
  have mul : ∀ A B, op A * op B = op (A * B) := fun A B => LinearMap.ext fun v => by
    change WithLp.toLp 2 (A.mulVec (B.mulVec v.ofLp)) = WithLp.toLp 2 ((A * B).mulVec v.ofLp)
    rw [Matrix.mulVec_mulVec]
  have com : ∀ A B C, A * B - B * A = I • C → op A * op B - op B * op A = I • op C := by
    intro A B C k
    rw [mul, mul]
    unfold op
    rw [← map_sub, k, map_smul]
  refine ⟨⟨Matrix.isSymmetric_toEuclideanLin_iff.2 ?_,
    Matrix.isSymmetric_toEuclideanLin_iff.2 ?_, Matrix.isSymmetric_toEuclideanLin_iff.2 ?_,
    com _ _ _ ?_, com _ _ _ ?_, com _ _ _ ?_⟩, by simp, ?_⟩
  iterate 3
    · ext i j
      fin_cases i <;> fin_cases j <;> simp [Matrix.conjTranspose_apply]
  iterate 3
    · ext i j
      fin_cases i <;> fin_cases j <;> simp
  · change WithLp.toLp 2 ((!![0, -I, 0; I, 0, 0; 0, 0, 0] : Matrix (Fin 3) (Fin 3) ℂ).mulVec
      (EuclideanSpace.single 2 1 : EuclideanSpace ℂ (Fin 3)).ofLp) = _
    ext i
    fin_cases i <;> simp [Matrix.mulVec, dotProduct]

end

end SpinContamination
```

```lean
#print axioms SpinContamination.pure_iff
#print axioms SpinContamination.contamination_le
```

```
'SpinContamination.pure_iff' depends on axioms: [propext, Classical.choice, Quot.sound]
'SpinContamination.contamination_le' depends on axioms: [propext, Classical.choice, Quot.sound]
```
